# A two-shell stencil gives ⟨x²⟩ on the line from below, to within b⁴⟨x⁶⟩/90

When ⟨x²⟩ of a localised orbital is computed from differences between neighbouring k-points, the spacing b has to be small enough for the discretisation error to be acceptable. For a wavefunction on the line with finite norm and finite sixth moment, the stencil below, with neighbours at ±b and ±2b, never overestimates the second moment and underestimates it by at most b⁴/90 times the sixth moment.

In Lean 4 with Mathlib:

```lean
import Mathlib

open MeasureTheory

namespace HigherOrderSpreadStencil

noncomputable section

/-- The dimensionless error of the two-shell stencil at phase `t = b x`. -/
def stencilError (t : ℝ) : ℝ :=
  t ^ 2 - 8 / 3 * (1 - Real.cos t) + 1 / 6 * (1 - Real.cos (2 * t))

/-- The slope of the dimensionless stencil error, written out explicitly. -/
def errorSlope (t : ℝ) : ℝ :=
  2 * t - 8 / 3 * Real.sin t + 1 / 3 * Real.sin (2 * t)

/-- The squared distance between a wavefunction `ψ` and its copy multiplied by the
phase `exp (-i q x)`. -/
def bondDistance (ψ : ℝ → ℂ) (q : ℝ) : ℝ :=
  ∫ x, ‖Complex.exp (((-(q * x) : ℝ) : ℂ) * Complex.I) * ψ x - ψ x‖ ^ 2

/-- The second moment of position, `∫ x² |ψ|²`. -/
def secondMoment (ψ : ℝ → ℂ) : ℝ := ∫ x, x ^ 2 * ‖ψ x‖ ^ 2

/-- The finite-difference second moment from neighbours at `±b` and `±2b`, with weights
`2/(3b²)` and `-1/(24b²)`, for spacing `b ≠ 0`. -/
def stencilMoment (b : ℝ) (ψ : ℝ → ℂ) : ℝ :=
  2 / (3 * b ^ 2) * (bondDistance ψ b + bondDistance ψ (-b))
    + -1 / (24 * b ^ 2) * (bondDistance ψ (2 * b) + bondDistance ψ (-(2 * b)))

/-- A function that vanishes with its slope at the origin and has nonnegative second
derivative everywhere is nonnegative. -/
theorem nonneg_of_second_deriv {g g' g'' : ℝ → ℝ}
    (h1 : ∀ x, HasDerivAt g (g' x) x) (h2 : ∀ x, HasDerivAt g' (g'' x) x)
    (h0 : g 0 = 0) (h0' : g' 0 = 0) (hpos : ∀ x, 0 ≤ g'' x) (x : ℝ) : 0 ≤ g x := by
  have hm : Monotone g' := monotone_of_deriv_nonneg (fun y => (h2 y).differentiableAt)
    (fun y => by rw [(h2 y).deriv]; exact hpos y)
  have hc : Continuous g := continuous_iff_continuousAt.mpr fun y => (h1 y).continuousAt
  rcases le_total 0 x with hx | hx
  · have hg : MonotoneOn g (Set.Ici 0) :=
      monotoneOn_of_deriv_nonneg (convex_Ici 0) hc.continuousOn
        (fun y _ => (h1 y).differentiableAt.differentiableWithinAt) (fun y hy => by
          have h := hm (Set.mem_Ici.mp (interior_subset hy))
          rw [h0'] at h
          rw [(h1 y).deriv]
          exact h)
    have h := hg (Set.mem_Ici.mpr le_rfl) (Set.mem_Ici.mpr hx) hx
    rwa [h0] at h
  · have hg : AntitoneOn g (Set.Iic 0) :=
      antitoneOn_of_deriv_nonpos (convex_Iic 0) hc.continuousOn
        (fun y _ => (h1 y).differentiableAt.differentiableWithinAt) (fun y hy => by
          have h := hm (Set.mem_Iic.mp (interior_subset hy))
          rw [h0'] at h
          rw [(h1 y).deriv]
          exact h)
    have h := hg (Set.mem_Iic.mpr hx) (Set.mem_Iic.mpr le_rfl) hx
    rwa [h0] at h

/-- The derivative of a monomial `c xⁿ⁺¹` is `c (n+1) xⁿ`. -/
theorem monomial_deriv (c : ℝ) (n : ℕ) (x : ℝ) :
    HasDerivAt (fun s : ℝ => c * s ^ (n + 1)) (c * (((n : ℝ) + 1) * x ^ n)) x := by
  simpa using (hasDerivAt_pow (n + 1) x).const_mul c

/-- The stencil error has slope `errorSlope`, and its second derivative is the perfect
square `(4/3)(1 - cos t)²`. -/
theorem stencilError_derivs (t : ℝ) :
    HasDerivAt stencilError (errorSlope t) t ∧
      HasDerivAt errorSlope (4 / 3 * (1 - Real.cos t) ^ 2) t := by
  have h : HasDerivAt (fun s : ℝ => 2 * s) 2 t := by
    simpa using (hasDerivAt_id t).const_mul (2 : ℝ)
  have hp : HasDerivAt (fun s : ℝ => s ^ 2) (2 * t) t := by
    simpa using hasDerivAt_pow 2 t
  constructor
  · exact ((hp.fun_sub (((Real.hasDerivAt_cos t).const_sub 1).const_mul (8 / 3))).fun_add
      ((h.cos.const_sub 1).const_mul (1 / 6))).congr_deriv (by unfold errorSlope; ring)
  · exact ((h.fun_sub ((Real.hasDerivAt_sin t).const_mul (8 / 3))).fun_add
      (h.sin.const_mul (1 / 3))).congr_deriv (by rw [Real.cos_two_mul]; ring)

/-- The dimensionless stencil error is nonnegative at every phase. -/
theorem stencilError_nonneg (t : ℝ) : 0 ≤ stencilError t :=
  nonneg_of_second_deriv (fun x => (stencilError_derivs x).1)
    (fun x => (stencilError_derivs x).2) (by simp [stencilError]) (by simp [errorSlope])
    (fun _ => mul_nonneg (by norm_num) (sq_nonneg _)) t

/-- The dimensionless stencil error is at most `t⁶/90` at every phase. -/
theorem stencilError_le (t : ℝ) : stencilError t ≤ t ^ 6 / 90 := by
  have h : 0 ≤ 1 / 90 * t ^ 6 - stencilError t :=
    nonneg_of_second_deriv (g := fun s : ℝ => 1 / 90 * s ^ 6 - stencilError s)
      (g' := fun s : ℝ => 1 / 15 * s ^ 5 - errorSlope s)
      (g'' := fun s : ℝ => 1 / 3 * s ^ 4 - 4 / 3 * (1 - Real.cos s) ^ 2)
      (fun x => ((monomial_deriv (1 / 90) 5 x).fun_sub
        (stencilError_derivs x).1).congr_deriv (by push_cast; ring))
      (fun x => ((monomial_deriv (1 / 15) 4 x).fun_sub
        (stencilError_derivs x).2).congr_deriv (by push_cast; ring))
      (by simp [stencilError]) (by simp [errorSlope])
      (fun x => by
        -- the elementary bound 1 - cos x ≤ x²/2, squared
        have h1 : 1 - Real.cos x ≤ x ^ 2 / 2 := by
          linarith [Real.one_sub_sq_div_two_le_cos (x := x)]
        have h2 := pow_le_pow_left₀ (sub_nonneg.mpr (Real.cos_le_one x)) h1 2
        show 0 ≤ 1 / 3 * x ^ 4 - 4 / 3 * (1 - Real.cos x) ^ 2
        nlinarith [h2]) t
  linarith

/-- The dimensionless stencil error is at least `t⁶/90 - t⁸/1008` at every phase. -/
theorem le_stencilError (t : ℝ) : t ^ 6 / 90 - t ^ 8 / 1008 ≤ stencilError t := by
  -- quartic upper bound on the cosine
  have hcos : ∀ x : ℝ, 0 ≤ (1 / 24 * x ^ 4 - 1 / 2 * x ^ 2) + (1 - Real.cos x) :=
    nonneg_of_second_deriv
      (g := fun s : ℝ => (1 / 24 * s ^ 4 - 1 / 2 * s ^ 2) + (1 - Real.cos s))
      (g' := fun s : ℝ => (1 / 6 * s ^ 3 - 1 * s ^ 1) + Real.sin s)
      (g'' := fun s : ℝ => (1 / 2 * s ^ 2 - 1) + Real.cos s)
      (fun x => (((monomial_deriv (1 / 24) 3 x).fun_sub (monomial_deriv (1 / 2) 1 x)).fun_add
        ((Real.hasDerivAt_cos x).const_sub 1)).congr_deriv (by push_cast; ring))
      (fun x => (((monomial_deriv (1 / 6) 2 x).fun_sub (monomial_deriv 1 0 x)).fun_add
        (Real.hasDerivAt_sin x)).congr_deriv (by push_cast; ring))
      (by simp) (by simp)
      (fun x => by
        show 0 ≤ (1 / 2 * x ^ 2 - 1) + Real.cos x
        linarith [Real.one_sub_sq_div_two_le_cos (x := x)])
  have h : 0 ≤ (1 / 1008 * t ^ 8 - 1 / 90 * t ^ 6) + stencilError t :=
    nonneg_of_second_deriv
      (g := fun s : ℝ => (1 / 1008 * s ^ 8 - 1 / 90 * s ^ 6) + stencilError s)
      (g' := fun s : ℝ => (1 / 126 * s ^ 7 - 1 / 15 * s ^ 5) + errorSlope s)
      (g'' := fun s : ℝ => (1 / 18 * s ^ 6 - 1 / 3 * s ^ 4) + 4 / 3 * (1 - Real.cos s) ^ 2)
      (fun x => (((monomial_deriv (1 / 1008) 7 x).fun_sub
        (monomial_deriv (1 / 90) 5 x)).fun_add
        (stencilError_derivs x).1).congr_deriv (by push_cast; ring))
      (fun x => (((monomial_deriv (1 / 126) 6 x).fun_sub
        (monomial_deriv (1 / 15) 4 x)).fun_add
        (stencilError_derivs x).2).congr_deriv (by push_cast; ring))
      (by simp [stencilError]) (by simp [errorSlope])
      (fun x => by
        show 0 ≤ (1 / 18 * x ^ 6 - 1 / 3 * x ^ 4) + 4 / 3 * (1 - Real.cos x) ^ 2
        nlinarith [sq_nonneg (x ^ 2 / 2 - (1 - Real.cos x)),
          mul_nonneg (sq_nonneg x) (hcos x)]) t
  linarith

/-- Any constant `C` for which the stencil error is at most `C t⁶` at every phase is at
least `1/90`. -/
theorem constant_optimal (C : ℝ) (h : ∀ t, stencilError t ≤ C * t ^ 6) : 1 / 90 ≤ C := by
  by_contra hn
  obtain ⟨d, hd⟩ : ∃ d, d = 1 / 90 - C := ⟨_, rfl⟩
  have hpos : 0 < d := by linarith [not_le.mp hn]
  have hC : C = 1 / 90 - d := by linarith
  -- test the bound at the phase t = √d
  have hs : Real.sqrt d ^ 2 = d := Real.sq_sqrt hpos.le
  have h6 : Real.sqrt d ^ 6 = d ^ 3 := by
    rw [show Real.sqrt d ^ 6 = (Real.sqrt d ^ 2) ^ 3 by ring, hs]
  have h8 : Real.sqrt d ^ 8 = d ^ 4 := by
    rw [show Real.sqrt d ^ 8 = (Real.sqrt d ^ 2) ^ 4 by ring, hs]
  have h1 := (le_stencilError (Real.sqrt d)).trans (h (Real.sqrt d))
  rw [h6, h8, hC] at h1
  nlinarith [pow_pos hpos 4]

/-- The squared distance between `ψ` and its phase-twisted copy is the integral of `2 (1 - cos q x)`
times the density `|ψ|²`. -/
theorem bondDistance_eq (ψ : ℝ → ℂ) (q : ℝ) :
    bondDistance ψ q = ∫ x, 2 * (1 - Real.cos (q * x)) * ‖ψ x‖ ^ 2 := by
  have key : ∀ (θ : ℝ) (z : ℂ), ‖Complex.exp ((θ : ℂ) * Complex.I) * z - z‖ ^ 2
      = 2 * (1 - Real.cos θ) * ‖z‖ ^ 2 := by
    intro θ z
    have h : Complex.exp ((θ : ℂ) * Complex.I) * z - z
        = (Complex.exp ((θ : ℂ) * Complex.I) - 1) * z := by ring
    rw [h, norm_mul, mul_pow, Complex.sq_norm (Complex.exp ((θ : ℂ) * Complex.I) - 1),
      Complex.normSq_apply, Complex.sub_re, Complex.sub_im, Complex.exp_ofReal_mul_I_re,
      Complex.exp_ofReal_mul_I_im, Complex.one_re, Complex.one_im]
    linear_combination ‖z‖ ^ 2 * Real.sin_sq_add_cos_sq θ
  simp only [bondDistance, key, Real.cos_neg]

/-- For `b ≠ 0` and finite norm and sixth moment, the exact second moment minus the stencil value is
the integral of `stencilError (b x) / b²` times the density `|ψ|²`. -/
theorem moment_sub_stencil (ψ : ℝ → ℂ) {b : ℝ} (hb : b ≠ 0)
    (h0 : Integrable fun x => ‖ψ x‖ ^ 2) (h6 : Integrable fun x => x ^ 6 * ‖ψ x‖ ^ 2) :
    secondMoment ψ - stencilMoment b ψ = ∫ x, stencilError (b * x) / b ^ 2 * ‖ψ x‖ ^ 2 := by
  have hI : ∀ q : ℝ, Integrable fun x => 2 * (1 - Real.cos (q * x)) * ‖ψ x‖ ^ 2 := by
    intro q
    have hq : Continuous fun x : ℝ => 2 * (1 - Real.cos (q * x)) := by fun_prop
    refine (h0.const_mul 4).mono' (hq.aestronglyMeasurable.mul h0.aestronglyMeasurable)
      (Filter.Eventually.of_forall fun x => ?_)
    show ‖2 * (1 - Real.cos (q * x)) * ‖ψ x‖ ^ 2‖ ≤ 4 * ‖ψ x‖ ^ 2
    have hu := Real.cos_le_one (q * x)
    have hl := Real.neg_one_le_cos (q * x)
    rw [Real.norm_of_nonneg (mul_nonneg (by linarith) (sq_nonneg _))]
    exact mul_le_mul_of_nonneg_right (by linarith) (sq_nonneg _)
  -- the second moment is finite because x² ≤ 1 + x⁶
  have h2 : Integrable fun x => x ^ 2 * ‖ψ x‖ ^ 2 := by
    have hq : Continuous fun x : ℝ => x ^ 2 := by fun_prop
    refine (h0.add h6).mono' (hq.aestronglyMeasurable.mul h0.aestronglyMeasurable)
      (Filter.Eventually.of_forall fun x => ?_)
    show ‖x ^ 2 * ‖ψ x‖ ^ 2‖ ≤ ‖ψ x‖ ^ 2 + x ^ 6 * ‖ψ x‖ ^ 2
    have hx : x ^ 2 ≤ 1 + x ^ 6 := by
      nlinarith [mul_nonneg (sq_nonneg x) (sq_nonneg (x ^ 2 - 1)), sq_nonneg (x ^ 2 - 1 / 2)]
    rw [Real.norm_of_nonneg (mul_nonneg (sq_nonneg _) (sq_nonneg _))]
    linarith [mul_le_mul_of_nonneg_right hx (sq_nonneg ‖ψ x‖)]
  have hb2 : b ^ 2 * (b ^ 2)⁻¹ = 1 := mul_inv_cancel₀ (pow_ne_zero 2 hb)
  have e : ∀ x, stencilError (b * x) / b ^ 2 * ‖ψ x‖ ^ 2 = x ^ 2 * ‖ψ x‖ ^ 2
      - (4 / (3 * b ^ 2) * (2 * (1 - Real.cos (b * x)) * ‖ψ x‖ ^ 2)
        - 1 / (12 * b ^ 2) * (2 * (1 - Real.cos (2 * b * x)) * ‖ψ x‖ ^ 2)) := by
    intro x
    rw [stencilError, show 2 * (b * x) = 2 * b * x by ring]
    linear_combination x ^ 2 * ‖ψ x‖ ^ 2 * hb2
  have hB := (hI b).const_mul (4 / (3 * b ^ 2))
  have hC := (hI (2 * b)).const_mul (1 / (12 * b ^ 2))
  have hBC : Integrable fun x =>
      4 / (3 * b ^ 2) * (2 * (1 - Real.cos (b * x)) * ‖ψ x‖ ^ 2)
        - 1 / (12 * b ^ 2) * (2 * (1 - Real.cos (2 * b * x)) * ‖ψ x‖ ^ 2) := hB.sub hC
  simp only [e]
  rw [integral_sub h2 hBC, integral_sub hB hC, integral_const_mul, integral_const_mul]
  simp only [secondMoment, stencilMoment, bondDistance_eq, neg_mul, Real.cos_neg]
  ring

/-- For `b ≠ 0` and a wavefunction with finite norm and sixth moment, the two-shell stencil
never exceeds the exact second moment and falls short by at most `(b⁴/90) ∫ x⁶ |ψ|²`. -/
theorem stencil_fourth_order (ψ : ℝ → ℂ) {b : ℝ} (hb : b ≠ 0)
    (h0 : Integrable fun x => ‖ψ x‖ ^ 2) (h6 : Integrable fun x => x ^ 6 * ‖ψ x‖ ^ 2) :
    0 ≤ secondMoment ψ - stencilMoment b ψ ∧
      secondMoment ψ - stencilMoment b ψ ≤ b ^ 4 / 90 * ∫ x, x ^ 6 * ‖ψ x‖ ^ 2 := by
  rw [moment_sub_stencil ψ hb h0 h6]
  have hn : ∀ x, 0 ≤ stencilError (b * x) / b ^ 2 * ‖ψ x‖ ^ 2 := fun x =>
    mul_nonneg (div_nonneg (stencilError_nonneg _) (sq_nonneg b)) (sq_nonneg _)
  have hp : ∀ x, stencilError (b * x) / b ^ 2 * ‖ψ x‖ ^ 2
      ≤ b ^ 4 / 90 * (x ^ 6 * ‖ψ x‖ ^ 2) := by
    intro x
    have h : stencilError (b * x) / b ^ 2 ≤ b ^ 4 / 90 * x ^ 6 := by
      rw [div_le_iff₀ (by positivity)]
      calc stencilError (b * x) ≤ (b * x) ^ 6 / 90 := stencilError_le _
        _ = b ^ 4 / 90 * x ^ 6 * b ^ 2 := by ring
    calc stencilError (b * x) / b ^ 2 * ‖ψ x‖ ^ 2
        ≤ b ^ 4 / 90 * x ^ 6 * ‖ψ x‖ ^ 2 := mul_le_mul_of_nonneg_right h (sq_nonneg _)
      _ = b ^ 4 / 90 * (x ^ 6 * ‖ψ x‖ ^ 2) := by ring
  -- integrate the pointwise bounds over the density
  refine ⟨integral_nonneg hn, ?_⟩
  rw [← integral_const_mul]
  exact integral_mono_of_nonneg (Filter.Eventually.of_forall hn) (h6.const_mul _)
    (Filter.Eventually.of_forall hp)

end

end HigherOrderSpreadStencil
```

```lean
#print axioms HigherOrderSpreadStencil.constant_optimal
-- 'HigherOrderSpreadStencil.constant_optimal' depends on axioms: [propext, Classical.choice, Quot.sound]
#print axioms HigherOrderSpreadStencil.stencil_fourth_order
-- 'HigherOrderSpreadStencil.stencil_fourth_order' depends on axioms: [propext, Classical.choice, Quot.sound]
```

## The error bound and its terms

Write ψ for the wavefunction and q for a shift in wavevector. Multiplying ψ by exp(−iqx) gives a phase-twisted copy, and the data that enter the stencil are the squared norms of the difference,

D(q) = ∫ |exp(−iqx) ψ(x) − ψ(x)|² dx.

This is `bondDistance ψ q`. Despite its name it is neither a bond length nor a distance in space. For normalised ψ it equals 2 − 2 Re⟨ψ|exp(−iqx)|ψ⟩, so it carries the information in the real part of an overlap.

The stencil value, `stencilMoment b ψ`, is the weighted sum over four neighbours,

S = (2/(3b²)) [D(b) + D(−b)] − (1/(24b²)) [D(2b) + D(−2b)].

The quantity it approximates is `secondMoment ψ`, that is M₂ = ∫ x²|ψ|² dx. With M₆ = ∫ x⁶|ψ|² dx, the theorem `stencil_fourth_order` states

0 ≤ M₂ − S ≤ (b⁴/90) M₆.

The function `ψ : ℝ → ℂ` need not be normalised. If N = ∫|ψ|² dx is positive, dividing by N gives the form with expectation values,

0 ≤ ⟨x²⟩ − S/N ≤ (b⁴/90) ⟨x⁶⟩.

The hypothesis `h0` says that N is finite and `h6` that M₆ is finite. The latter is a localisation condition: the density must decay fast enough for its sixth moment to exist. The spacing b may have either sign but must be nonzero.

## From one orbital to a k-point mesh

For a single one-dimensional orbital, the theorem turns a value of ⟨x⁶⟩ into a guaranteed accuracy for ⟨x²⟩ at given b, and halving b reduces the bound by a factor of 16.

In a crystal, the differences are taken between cell-periodic Bloch functions at neighbouring k-points. The step that the hypotheses leave open is the identification of D(q) with such data: for a Wannier function ψ, it has to be read as the average over the Brillouin zone of the squared norm, over one cell, of the difference between the cell-periodic functions at k and k + q. These functions must be taken in the gauge that defines ψ, not with the arbitrary phases that a diagonalisation returns at each k, and a finite mesh only samples the average.

The result concerns the second moment about the origin. A spread also subtracts ⟨x⟩², whose finite-difference error needs its own estimate. Spread formulas that use the modulus and phase of the overlap separately are different functions of the data, and the constant 1/90 is not claimed for them.

## The error at a single phase

At position x, the neighbours at ±b see the phase t = bx. The dimensionless error there is `stencilError t`, written E(t) below (it is not an energy):

E(t) = t² − (8/3)(1 − cos t) + (1/6)(1 − cos 2t).

Differentiating once gives `errorSlope`,

E′(t) = 2t − (8/3) sin t + (1/3) sin 2t,

and differentiating again, with cos 2t = 2cos²t − 1, gives

E″(t) = 2 − (8/3) cos t + (2/3) cos 2t = (4/3)(1 − cos t)².

Both derivatives are established in `stencilError_derivs`. Since E(0) = E′(0) = 0 and E″ ≥ 0, the slope is nonpositive to the left of the origin and nonnegative to the right, so E has its minimum value 0 at t = 0. This argument is the general lemma `nonneg_of_second_deriv`, and `stencilError_nonneg` applies it to E.

For the upper bound, 1 − cos t = 2 sin²(t/2) lies between 0 and t²/2. Squaring gives

E″(t) ≤ t⁴/3.

Two integrations from the origin then give E(t) ≤ t⁶/90 for t ≥ 0, and E is even. In `stencilError_le` the integrations are replaced by the same lemma, applied to t⁶/90 − E(t), whose value and slope vanish at the origin and whose second derivative is t⁴/3 − E″(t) ≥ 0. The derivatives of the powers come from `monomial_deriv`.

## Why 1/90 is the smallest constant valid at every phase

A lower bound on E comes from the quartic estimate

1 − cos t ≥ t²/2 − t⁴/24.

It follows from the lemma again, because the difference of the two sides has second derivative t²/2 − 1 + cos t ≥ 0. The right-hand side is negative for large t, so it cannot simply be squared. Put a = t²/2 and u = 1 − cos t. From (a − u)² ≥ 0,

u² ≥ 2au − a² ≥ 2a(a − t⁴/24) − a² = t⁴/4 − t⁶/24.

Hence E″(t) ≥ t⁴/3 − t⁶/18, and two integrations give

E(t) ≥ t⁶/90 − t⁸/1008.

This is `le_stencilError`; the two facts passed to its last `nlinarith` are the square (a − u)² and the quartic estimate multiplied by t².

Suppose now that E(t) ≤ C t⁶ for all t. Dividing by t⁶ and letting t → 0 gives C ≥ 1/90. The proof of `constant_optimal` avoids the limit: if d = 1/90 − C were positive, the choice t = √d would give d⁴ ≤ d⁴/1008, which is impossible. The optimality refers to this inequality in t.

## Integrating against the density

For real θ,

|exp(iθ) − 1|² = (cos θ − 1)² + sin²θ = 2(1 − cos θ).

With θ = −qx this gives `bondDistance_eq`:

D(q) = ∫ 2(1 − cos qx) |ψ|² dx.

So D(−q) = D(q), and the four terms of the stencil combine into

S = (4/(3b²)) D(b) − (1/(12b²)) D(2b).

Subtracting this from M₂ under one integral sign gives

M₂ − S = ∫ [x² − (8/(3b²))(1 − cos bx) + (1/(6b²))(1 − cos 2bx)] |ψ|² dx = ∫ (E(bx)/b²) |ψ|² dx.

This identity is `moment_sub_stencil`. Combining the integrals requires each to be finite: the cosine terms satisfy 2(1 − cos qx) ≤ 4, and x² ≤ 1 + x⁶ bounds the second moment by N + M₆.

Finally, the bounds on E at t = bx give

0 ≤ E(bx)/b² ≤ b⁴x⁶/90.

Multiplying by |ψ|² and integrating yields `stencil_fourth_order`, with `integral_nonneg` supplying the lower bound and `integral_mono_of_nonneg` the upper one.
